# With three or more occupied orbitals and positive exchange integrals, no choice of amplitude signs reaches the all-attractive energy

**Q:** Take two electrons in a singlet state, with real natural orbitals $\varphi_p$ and spatial wave function $\sum_p c_p\,\varphi_p(1)\varphi_p(2)$. The occupations per spin, $n_p=c_p^2$, fix each amplitude $c_p$ up to its sign. Suppose I avoid the sign problem by writing the electron repulsion as $\sum_pn_pK_{pp}$ plus an attractive term $-\sqrt{n_pn_q}\,K_{pq}$ for every ordered pair of distinct orbitals, where $K_{pq}$ is the exchange integral. Could some wave function of this form, with the same orbitals and occupations, have that repulsion energy?

**A:** Not if at least three orbitals are occupied and the off-diagonal $K_{pq}$ are positive. The electron repulsion of your state is $\sum_{pq}c_pc_qK_{pq}$. Since $c_p^2=n_p$, its diagonal part is $\sum_p n_pK_{pp}$, the same as in the all-attractive value. Write $c_p=s_p\sqrt{n_p}$ with $s_p=\pm1$. The difference between the two energies is then

$$\Delta=\sum_{p\neq q}\bigl(c_pc_q+\sqrt{n_pn_q}\bigr)K_{pq}=\sum_{p\neq q}(1+s_ps_q)\sqrt{n_pn_q}\,K_{pq}.$$

Each factor $1+s_ps_q$ is 0 for opposite signs and 2 for equal signs, so no term is negative. Among three orbitals two must share a sign, and their term is positive. Hence $\Delta>0$.

**Q:** What does the Lean version take as its starting point? I would expect a wave function.

**A:** It starts one step later, from a finite set `ι` of orbitals and a real array `K`.

```lean
import Mathlib

open Finset

namespace AllAttractiveFunctional

noncomputable section

variable {ι : Type*} [Fintype ι] [DecidableEq ι]

/-- The pair energy `∑ c_p c_q K_pq` of real amplitudes `c` with exchange-type integrals `K`. -/
def pairEnergy (K : ι → ι → ℝ) (c : ι → ℝ) : ℝ :=
  ∑ p, ∑ q, c p * c q * K p q
```

That `pairEnergy` is the repulsion of a two-electron singlet is the step you supply, by inserting the wave function above into the expectation value of $1/r_{12}$. The one-electron energy depends only on the orbitals and occupations, so it is the same for all signs and drops out of the comparison.

**Q:** And the value it is compared with? Is that the Müller functional?

**A:** Only its square-root factor is of Müller type. The full Müller functional also has a Hartree term and treats the diagonal differently.

```lean
/-- The all-attractive Müller-type value: the diagonal terms `n_p K_pp` minus
`√(n_p n_q) K_pq` summed over all ordered pairs of distinct orbitals. -/
def attractiveEnergy (K : ι → ι → ℝ) (n : ι → ℝ) : ℝ :=
  ∑ p, n p * K p p - ∑ p, ∑ q, if p = q then 0 else √(n p * n q) * K p q
```

The double sum runs over ordered pairs, so each pair of orbitals counts twice. Summing over $p<q$ without a factor of two would halve the attraction, and the formula for $\Delta$ above would no longer hold.

**Q:** How are the signs represented?

**A:** By a condition on the amplitudes, with a separate choice for each orbital.

```lean
/-- Each amplitude is plus or minus the square root of the occupation number. -/
def IsSignChoice (n c : ι → ℝ) : Prop :=
  ∀ p, c p = √(n p) ∨ c p = -√(n p)
```

There are $m$ free signs for $m$ orbitals, and the sign of each pair term is the product of two of them. For $m\ge3$ occupied orbitals these products cannot all be negative, so with positive $K_{pq}$ the pair terms cannot all be made attractive at once.

**Q:** Then show me the cancellation of the diagonal.

**A:** `hsq` is $c_p^2=n_p$, and `hd` writes the diagonal sum as a double sum. The two sides are then compared term by term, with the cases $p=q$ and $p\neq q$ treated separately.

```lean
/-- For nonnegative occupations and any sign choice, the pair energy differs from the
all-attractive value by a sum over pairs of distinct orbitals only. -/
theorem energy_gap (K : ι → ι → ℝ) {n c : ι → ℝ} (hn : ∀ p, 0 ≤ n p)
    (hc : IsSignChoice n c) :
    pairEnergy K c - attractiveEnergy K n =
      ∑ p, ∑ q, if p = q then 0 else (c p * c q + √(n p * n q)) * K p q := by
  have hsq : ∀ p, c p * c p = n p := by
    intro p
    rcases hc p with h | h <;> rw [h] <;> nlinarith [Real.mul_self_sqrt (hn p)]
  -- write the diagonal part as a double sum, then compare term by term
  have hd : ∑ p, n p * K p p = ∑ p, ∑ q, if p = q then n p * K p q else 0 := by
    simp
  unfold pairEnergy attractiveEnergy
  rw [hd]
  simp only [← Finset.sum_sub_distrib]
  refine Finset.sum_congr rfl fun p _ => Finset.sum_congr rfl fun q _ => ?_
  by_cases h : p = q
  · subst h
    simp [hsq]
  · simp only [if_neg h]
    ring
```

The next lemma says that each bracket is nonnegative. It splits $\sqrt{n_pn_q}$ into $\sqrt{n_p}\sqrt{n_q}$ and goes through the four sign combinations.

```lean
omit [Fintype ι] [DecidableEq ι] in
/-- For nonnegative occupations and any sign choice, no product of two amplitudes lies below
`-√(n_p n_q)`. -/
theorem pair_nonneg {n c : ι → ℝ} (hn : ∀ p, 0 ≤ n p) (hc : IsSignChoice n c) (p q : ι) :
    0 ≤ c p * c q + √(n p * n q) := by
  rw [Real.sqrt_mul (hn p)]
  have h := mul_nonneg (Real.sqrt_nonneg (n p)) (Real.sqrt_nonneg (n q))
  rcases hc p with h1 | h1 <;> rcases hc q with h2 | h2 <;> rw [h1, h2] <;> nlinarith
```

**Q:** Where do the three orbitals come in?

**A:** Here. Each orbital gets a yes-or-no label, according to whether its amplitude is the positive root. Three orbitals and two labels force a repetition, and the two orbitals concerned have $c_pc_q=+\sqrt{n_pn_q}$.

```lean
omit [DecidableEq ι] in
/-- For any sign choice on at least three orbitals with nonnegative occupations, some two distinct
ones have the amplitude product `+√(n_p n_q)`. -/
theorem exists_same_sign_pair {n c : ι → ℝ} (hm : 3 ≤ Fintype.card ι)
    (hn : ∀ p, 0 ≤ n p) (hc : IsSignChoice n c) :
    ∃ p q, p ≠ q ∧ c p * c q = √(n p * n q) := by
  classical
  -- two signs for three orbitals: the pigeonhole principle
  obtain ⟨p, q, hpq, h⟩ := Fintype.exists_ne_map_eq_of_card_lt
    (fun p => decide (c p = √(n p))) (by rw [Fintype.card_bool]; omega)
  have h' : (c p = √(n p)) ↔ (c q = √(n q)) := by
    simpa only [decide_eq_decide] using h
  refine ⟨p, q, hpq, ?_⟩
  rw [Real.sqrt_mul (hn p)]
  by_cases hp : c p = √(n p)
  · rw [hp, h'.mp hp]
  · have hp' := (hc p).resolve_left hp
    have hq' := (hc q).resolve_left (fun hq => hp (h'.mpr hq))
    rw [hp', hq']
    ring
```

**Q:** The main theorem assumes neither $\sum_pn_p=1$ nor a symmetric $K$. Is it still about my singlet?

**A:** Yes, your case is included, because neither property is used. What it does assume is `hm`, at least three orbitals; `hn`, all occupations positive; and `hK`, positive off-diagonal integrals. For real orbitals $K_{pq}$ is the Coulomb self-repulsion of the charge distribution $\varphi_p\varphi_q$, which is positive unless that product vanishes everywhere.

```lean
/-- For at least three orbitals with positive occupations and positive off-diagonal
integrals, every sign choice gives a pair energy strictly above the all-attractive value. -/
theorem attractive_lt_pairEnergy (K : ι → ι → ℝ) {n c : ι → ℝ}
    (hm : 3 ≤ Fintype.card ι) (hn : ∀ p, 0 < n p)
    (hK : ∀ p q, p ≠ q → 0 < K p q) (hc : IsSignChoice n c) :
    attractiveEnergy K n < pairEnergy K c := by
  have hn' : ∀ p, 0 ≤ n p := fun p => (hn p).le
  have hterm : ∀ p q, 0 ≤ if p = q then 0 else (c p * c q + √(n p * n q)) * K p q := by
    intro p q
    by_cases h : p = q
    · rw [if_pos h]
    · rw [if_neg h]
      exact mul_nonneg (pair_nonneg hn' hc p q) (hK p q h).le
  obtain ⟨p, q, hpq, hs⟩ := exists_same_sign_pair hm hn' hc
  -- the pair with equal signs makes the gap positive
  have hpos : 0 < ∑ p, ∑ q, if p = q then 0 else (c p * c q + √(n p * n q)) * K p q := by
    refine Finset.sum_pos' (fun p _ => Finset.sum_nonneg fun q _ => hterm p q)
      ⟨p, Finset.mem_univ p, ?_⟩
    refine Finset.sum_pos' (fun q _ => hterm p q) ⟨q, Finset.mem_univ q, ?_⟩
    rw [if_neg hpq, hs]
    have hr := Real.sqrt_pos.mpr (mul_pos (hn p) (hn q))
    exact mul_pos (add_pos hr hr) (hK p q hpq)
  rw [← energy_gap K hn' hc] at hpos
  linarith
```

The proof applies `Finset.sum_pos'` twice, once for each summation: all terms are nonnegative and the equal-sign pair is positive. `energy_gap` turns this into the inequality between energies.

For a two-electron singlet with a finite number of occupied real orbitals, at least three, and positive off-diagonal exchange integrals, the all-attractive form therefore lies below the energy of every sign choice at the same orbitals and occupations.

**Q:** What does that look like in an actual calculation?

**A:** Suppose the program holds $n=(0.98,\,0.01,\,0.01)$ and the amplitudes have signs $(+,-,-)$. The pairs 1–2 and 1–3 are attractive in both expressions. For the pair 2–3 the wave function gives $+0.02\,K_{23}$, counting both orders, while the all-attractive form gives $-0.02\,K_{23}$. The latter is too low by $0.04\,K_{23}$.

**Q:** That is small. Can the gap be bounded from below in general?

**A:** Yes, if every weight $\sqrt{n_pn_q}\,K_{pq}$ with $p\neq q$ is at least some $k\ge0$. Then

$$\Delta\ \ge\ k\sum_{p\neq q}(1+s_ps_q)=k\Bigl[m(m-2)+\Bigl(\sum_ps_p\Bigr)^2\Bigr]\ \ge\ k\,m(m-2).$$

The equality holds because there are $m(m-1)$ ordered pairs, and removing the diagonal from $\sum_{pq}s_ps_q=(\sum_ps_p)^2$ subtracts $m$.

```lean
/-- For `m` orbitals with nonnegative occupations, if every off-diagonal weight
`√(n_p n_q) K_pq` is at least `k ≥ 0`, then every sign choice lies at least
`k m (m - 2)` above the all-attractive value. -/
theorem gap_lower_bound (K : ι → ι → ℝ) {n c : ι → ℝ} {k : ℝ} (hk : 0 ≤ k)
    (hn : ∀ p, 0 ≤ n p) (hw : ∀ p q, p ≠ q → k ≤ √(n p * n q) * K p q)
    (hc : IsSignChoice n c) :
    attractiveEnergy K n + k * (Fintype.card ι * (Fintype.card ι - 2)) ≤ pairEnergy K c := by
  have hex : ∀ p, ∃ s : ℝ, s * s = 1 ∧ c p = s * √(n p) := by
    intro p
    rcases hc p with h | h
    · exact ⟨1, by norm_num, by rw [h]; ring⟩
    · exact ⟨-1, by norm_num, by rw [h]; ring⟩
  choose s hs hcs using hex
  -- replace every weight by its lower bound k
  have hle : ∑ p, ∑ q, (if p = q then 0 else (1 + s p * s q) * k) ≤
      ∑ p, ∑ q, if p = q then 0 else (c p * c q + √(n p * n q)) * K p q := by
    refine Finset.sum_le_sum fun p _ => Finset.sum_le_sum fun q _ => ?_
    by_cases h : p = q
    · rw [if_pos h, if_pos h]
    · rw [if_neg h, if_neg h]
      have h0 : 0 ≤ 1 + s p * s q := by
        nlinarith [sq_nonneg (s p + s q), hs p, hs q]
      have h1 := mul_le_mul_of_nonneg_left (hw p q h) h0
      rw [Real.sqrt_mul (hn p)] at h1 ⊢
      rw [hcs p, hcs q]
      linarith
  have h1 : ∀ p q, (if p = q then 0 else (1 + s p * s q) * k) =
      k + k * (s p * s q) - (if p = q then 2 * k else 0) := by
    intro p q
    by_cases h : p = q
    · subst h
      rw [if_pos rfl, if_pos rfl, hs p]
      ring
    · rw [if_neg h, if_neg h]
      ring
  -- the signs enter only through the square of their sum
  have h2 : ∑ p, ∑ q, k * (s p * s q) = k * (∑ p, s p) ^ 2 := by
    rw [sq, Finset.sum_mul_sum, Finset.mul_sum]
    refine Finset.sum_congr rfl fun p _ => ?_
    rw [Finset.mul_sum]
  have h3 : ∑ p, ∑ q, (if p = q then 0 else (1 + s p * s q) * k) =
      k * (Fintype.card ι * (Fintype.card ι - 2)) + k * (∑ p, s p) ^ 2 := by
    simp only [h1, Finset.sum_sub_distrib, Finset.sum_add_distrib, h2, Finset.sum_ite_eq,
      Finset.mem_univ, if_true, Finset.sum_const, Finset.card_univ, nsmul_eq_mul]
    ring
  rw [h3, ← energy_gap K hn hc] at hle
  have h4 := mul_nonneg hk (sq_nonneg (∑ p, s p))
  linarith
```

In the proof, `choose` extracts the signs $s_p$, `hle` replaces the weights by $k$, and `h3` evaluates the remaining sum. For $k>0$ the bound is informative from $m=3$ on; for $m\le2$ its right-hand side is zero or negative.

**Q:** Is it ever attained?

**A:** By four orbitals with $n_p=1/4$, two amplitudes of each sign and every integral set to one. The pair energy is $(\sum_pc_p)^2=0$, the all-attractive value is $1-12/4=-2$, and the bound is $\tfrac14\cdot4\cdot2=2$. These integrals are a model choice, not those of a molecule.

```lean
/-- Four orbitals of occupation `1/4` with all integrals equal to one and two amplitudes of
each sign attain the bound `k m (m - 2)` with `k = 1/4` and `m = 4`. -/
theorem gap_lower_bound_sharp :
    IsSignChoice (fun _ : Fin 4 => (1 / 4 : ℝ)) ![1 / 2, 1 / 2, -(1 / 2), -(1 / 2)] ∧
    attractiveEnergy (fun _ _ : Fin 4 => (1 : ℝ)) (fun _ => 1 / 4) + 1 / 4 * (4 * (4 - 2)) =
      pairEnergy (fun _ _ => 1) ![1 / 2, 1 / 2, -(1 / 2), -(1 / 2)] := by
  have h : √(1 / 4 : ℝ) = 1 / 2 := by
    rw [show (1 / 4 : ℝ) = (1 / 2) ^ 2 by norm_num]
    exact Real.sqrt_sq (by norm_num)
  constructor
  · intro p
    simp only [h]
    fin_cases p <;> simp
  · simp only [pairEnergy, attractiveEnergy,
      Real.sqrt_mul_self (show (0 : ℝ) ≤ 1 / 4 by norm_num)]
    simp [Fin.sum_univ_four]
    norm_num
```

**Q:** And with two orbitals, as in a minimal-basis description of H₂?

**A:** There the attractive value is reached. With opposite signs the only off-diagonal bracket vanishes, so the strict inequality fails at $m=2$. The proof puts these amplitudes into `energy_gap` and evaluates the sum.

```lean
/-- For two orbitals with nonnegative occupations, amplitudes of opposite sign reproduce the
all-attractive value exactly. -/
theorem two_orbital_equality (K : Fin 2 → Fin 2 → ℝ) {n : Fin 2 → ℝ} (hn : ∀ p, 0 ≤ n p) :
    IsSignChoice n ![√(n 0), -√(n 1)] ∧
    pairEnergy K ![√(n 0), -√(n 1)] = attractiveEnergy K n := by
  have hc : IsSignChoice n ![√(n 0), -√(n 1)] := by
    intro p
    fin_cases p <;> simp
  refine ⟨hc, ?_⟩
  rw [← sub_eq_zero, energy_gap K hn hc]
  simp [Fin.sum_univ_two, Real.sqrt_mul (hn 0), Real.sqrt_mul (hn 1)]

end

end AllAttractiveFunctional
```

```lean
#print axioms AllAttractiveFunctional.attractive_lt_pairEnergy
-- 'AllAttractiveFunctional.attractive_lt_pairEnergy' depends on axioms: [propext, Classical.choice, Quot.sound]
#print axioms AllAttractiveFunctional.gap_lower_bound
-- 'AllAttractiveFunctional.gap_lower_bound' depends on axioms: [propext, Classical.choice, Quot.sound]
#print axioms AllAttractiveFunctional.gap_lower_bound_sharp
-- 'AllAttractiveFunctional.gap_lower_bound_sharp' depends on axioms: [propext, Classical.choice, Quot.sound]
#print axioms AllAttractiveFunctional.two_orbital_equality
-- 'AllAttractiveFunctional.two_orbital_equality' depends on axioms: [propext, Classical.choice, Quot.sound]
```
